# A state's squared norm is the sum of its weights on finitely many orthonormal reconstructed states plus its weight outside their span

A linear map `T` takes a finite-dimensional complex space of pseudo states into a complex inner product space, and some basis `b` of the pseudo states has orthonormal images `T (b i)`. The theorem `norm_sq_eq_sum_add` says that for any vector `w` in the target space, ‖w‖² is the sum of the |⟨T bᵢ, w⟩|² plus ‖w − Pw‖², where P is the orthogonal projection onto the range of `T`. The vector `w` need not be normalised; if it is, the terms |⟨T bᵢ, w⟩|² and ‖w − Pw‖² are probabilities that together add up to 1. The proof writes Pw as a sum over the reconstructed basis states, finds its squared norm from orthonormality, and then applies Pythagoras.

The failing Lean file:

```lean
import Mathlib

open Module

namespace NormSqEqSumAdd

noncomputable section

variable {V W ι : Type*} [AddCommGroup V] [Module ℂ V]
  [NormedAddCommGroup W] [InnerProductSpace ℂ W]

variable [FiniteDimensional ℂ V] [Fintype ι]

/-- If a basis of pseudo states has orthonormal reconstructions, the orthogonal projection of `w` on
the range of `T` is the sum of the vectors `⟨T bᵢ, w⟩ T bᵢ`. -/
theorem projection_eq_sum (T : V →ₗ[ℂ] W) (b : Basis ι ℂ V)
    (hT : Orthonormal ℂ (fun i => T (b i))) (w : W) :
    (LinearMap.range T).starProjection w = ∑ i, inner ℂ (T (b i)) w • T (b i) := by
  apply Submodule.eq_starProjection_of_mem_of_inner_eq_zero
  · exact Submodule.sum_mem _ fun i _ =>
      Submodule.smul_mem _ _ (LinearMap.mem_range_self T (b i))
  · -- the remainder is orthogonal to each reconstructed basis state, hence to the whole range
    have key : ∀ j, inner ℂ (w - ∑ i, inner ℂ (T (b i)) w • T (b i)) (T (b j)) = 0 := by
      intro j
      have h := hT.inner_left_fintype (fun i => inner ℂ (T (b i)) w) j
      rw [inner_sub_left, h, inner_conj_symm, sub_self]
    rintro _ ⟨v, rfl⟩
    rw [← b.sum_repr v, map_sum, inner_sum]
    refine Finset.sum_eq_zero fun j _ => ?_
    rw [map_smul, inner_smul_right, key j, mul_zero]

/-- If a basis of pseudo states has orthonormal reconstructions, the squared norm of any state `w`
is its weight on the reconstructed states plus its weight outside the range of `T`. -/
theorem norm_sq_eq_sum_add (T : V →ₗ[ℂ] W) (b : Basis ι ℂ V)
    (hT : Orthonormal ℂ (fun i => T (b i))) (w : W) :
    ‖w‖ ^ 2 = ∑ i, ‖inner ℂ (T (b i)) w‖ ^ 2
      + ‖w - (LinearMap.range T).starProjection w‖ ^ 2 := by
  -- weight inside the range
  have hP : ‖(LinearMap.range T).starProjection w‖ ^ 2
      = ∑ i, ‖inner ℂ (T (b i)) w‖ ^ 2 := by
    rw [projection_eq_sum T b hT w]
    have h := hT.inner_sum (fun i => inner ℂ (T (b i)) w)
      (fun i => inner ℂ (T (b i)) w) Finset.univ
    rw [inner_self_eq_norm_sq_to_K] at h
    simp only [Complex.conj_mul'] at h
    exact_mod_cast h
  -- Pythagoras
  have h0 : inner ℂ (w - (LinearMap.range T).starProjection w)
      ((LinearMap.range T).starProjection w) = 0 := by
    apply Submodule.starProjection_inner_eq_zero
    rw [projection_eq_sum T b hT w]
    exact Submodule.sum_mem _ fun i _ =>
      Submodule.smul_mem _ _ (LinearMap.mem_range_self T (b i))
  have h1 := norm_add_sq (𝕜 := ℂ) (w - (LinearMap.range T).starProjection w)
    ((LinearMap.range T).starProjection w)
  rw [h0, sub_add_cancel, hP, map_zero] at h1
  linarith

end

end NormSqEqSumAdd
```

The compiler's answer:

```
Main.lean:46:4: error: mod_cast has type
  ↑(‖∑ i, inner ℂ (T (b i)) w • T (b i)‖ ^ 2) = ↑(∑ i, ‖inner ℂ (T (b i)) w‖ ^ 2)
but is expected to have type
  ‖∑ i, inner ℂ (T (b i)) w • T (b i)‖ ^ 2 = ∑ i, ‖inner ℂ (T (b i)) w‖ ^ 2
```

Fix (accepted with no message):

```diff
@@ -44,5 +44,7 @@
     rw [inner_self_eq_norm_sq_to_K] at h
     simp only [Complex.conj_mul'] at h
-    exact_mod_cast h
+    apply Complex.ofReal_injective
+    push_cast
+    exact h
   -- Pythagoras
   have h0 : inner ℂ (w - (LinearMap.range T).starProjection w)
```

What went wrong. The one error is in the step `hP`, which equates two real numbers, while `h` states the same equality in ℂ. `exact_mod_cast` gathered the casts in `h` into one on each side, but could not remove them.

The two casts print alike as `↑` but are written differently. The one on the left comes from `inner_self_eq_norm_sq_to_K`, which is stated for a general `RCLike` field and uses that class's cast from the reals. The one on the right comes from `Complex.conj_mul'` and is `Complex.ofReal`. The lemma that cancels casts needs the same cast on both sides, so it did not apply.

The repair doesn't need to cancel them. `apply Complex.ofReal_injective` turns the real goal into an equality in ℂ, and `push_cast` moves the casts inward to match the shape of `h`. Then `exact h` succeeds, because over ℂ the two casts are equal by definition and `exact` checks up to such equality.
